# With a(0) = 1, amplitudes a(m) set by the number m of excited molecules give a product state of N molecules exactly when a(m) = a(1)^m for all m ≤ N

Take \(N\) molecules, each either in its reference state or in one chosen excited state. Let the coefficient of a configuration with \(m\) excited molecules be \(a(m)\), with \(a(0)=1\). The wavefunction factorises into one factor per molecule if and only if
\[
a(m)=a(1)^m\qquad\text{for all } m\le N .
\]
If the molecules are allowed to differ, a state with reference coefficient one factorises if and only if it is the exponential of a cluster operator that excites one molecule at a time, acting on the reference state.

## Product states of separate molecules

Number the molecules \(0,\dots,N-1\) and label each configuration by the set \(S\) of excited molecules. A wavefunction is then a list of coefficients \(y(S)\), one for each of the \(2^N\) sets. It is separable if there are numbers \(f_k\) and \(g_k\) with
\[
y(S)=\prod_{k\in S} f_k\prod_{k\notin S} g_k .
\]
Here \(g_k\) is the coefficient of molecule \(k\) in its reference state and \(f_k\) its coefficient in the excited state. Molecules that don't interact have product eigenstates of this kind.

The condition \(y(\emptyset)=1\) is intermediate normalisation: the state is scaled so that its overlap with the reference is one. It excludes states with no reference component.

## Single excitations fix all the others

Suppose \(y\) is separable and \(y(\emptyset)=1\). Setting \(S=\emptyset\) gives \(\prod_k g_k=1\), so no \(g_k\) is zero. The product over the unexcited molecules is therefore \(1/\prod_{k\in S}g_k\), and
\[
y(S)=\prod_{k\in S}\frac{f_k}{g_k}.
\]
For a single molecule this reads \(y(\{k\})=f_k/g_k\). Hence
\[
y(S)=\prod_{k\in S}y(\{k\}).
\]

If \(y(S)=a(|S|)\), every factor on the right is \(a(1)\), and a set of \(m\le N\) molecules gives \(a(m)=a(1)^m\). Conversely, if this holds for all \(m\le N\), the choice \(f_k=a(1)\), \(g_k=1\) reproduces every coefficient.

One consequence concerns truncation. If \(a(m)=0\) for some \(m\le N\), then \(m\neq0\) because \(a(0)=1\), so \(a(1)^m=0\) forces \(a(1)=0\). All levels from 1 to \(N\) then vanish. In this model of equivalent two-state molecules, a configuration interaction wavefunction with \(a(0)=1\) that omits an excitation level can be a product only if it is the reference state itself.

## The exponential of the cluster operator

Let \(\Phi\) be the reference state, with \(\Phi(\emptyset)=1\) and all other coefficients zero. The cluster operator \(T\) excites molecule \(k\) with amplitude \(t_k\):
\[
(Ty)(S)=\sum_{k\in S}t_k\,y(S\setminus\{k\}).
\]
Its powers act on the reference as
\[
(T^m\Phi)(S)=\begin{cases} m!\prod_{k\in S}t_k & |S|=m,\\ 0 & \text{otherwise.}\end{cases}
\]
For \(m=0\) this is the definition of \(\Phi\). Assume it for \(m\) and apply \(T\) once more. If \(|S|=m+1\), each \(k\in S\) contributes
\[
t_k\,m!\prod_{j\in S\setminus\{k\}}t_j=m!\prod_{j\in S}t_j ,
\]
and the \(m+1\) equal terms add up to \((m+1)!\prod_{j\in S}t_j\). If \(|S|\ne m+1\), every \(S\setminus\{k\}\) has a size other than \(m\), and all terms vanish.

The exponential series ends after the \(N\)-th power. Each application of \(T\) removes one element from the set at which the coefficient is evaluated, so \((T^m y)(S)=0\) whenever \(|S|<m\), for any \(y\). No set has more than \(N\) elements, and so \(T^{N+1}=0\). In the remaining sum only \(m=|S|\) contributes, and the factorials cancel:
\[
(e^T\Phi)(S)=\sum_{m=0}^{N}\frac{1}{m!}(T^m\Phi)(S)=\prod_{k\in S}t_k .
\]
With \(t_k=y(\{k\})\) this is the product found above. A separable state with \(y(\emptyset)=1\) is thus \(e^T\Phi\). Conversely, \(e^T\Phi\) is separable, with \(f_k=t_k\) and \(g_k=1\).

This is the algebra behind the exponential ansatz of coupled cluster theory, here for non-interacting molecules with one excited state each.

## Two molecules with a(1) = −0.2

For \(N=2\) and \(t_0=t_1=-0.2\), the only coefficient of \(T^2\Phi\) that can be non-zero is that of \(\{0,1\}\), equal to \(2\cdot(-0.2)^2=0.08\). Dividing by \(2!\) gives \(a(2)=0.04=a(1)^2\).

The squared norm is \(1+2(0.04)+0.0016=1.0816=1.04^2\). The normalised coefficients are therefore about \(0.9615\) for the reference, \(-0.1923\) for each single excitation and \(0.0385\) for the double excitation. Setting \(a(2)=0\) while keeping \(a(1)=-0.2\) destroys the product form, even though the omitted coefficient is only \(0.04\).

## No condition below two molecules

For \(N=1\) the requirements are \(a(0)=1\) and \(a(1)=a(1)\), so every such state is separable. For \(N=0\) only the empty set exists, and its coefficient is an empty product. The first real restriction is \(a(2)=a(1)^2\), at \(N=2\).

## The statement in Lean

A set of excited molecules is a `Finset (Fin N)`, and a wavefunction is a function from such sets to a field `K`, which may be the real or the complex numbers. `IsSeparable y` says that suitable `f` and `g` exist; `Sᶜ` is the set of unexcited molecules. The amplitudes `a` form a function on all natural numbers, but the theorem constrains them only up to `N`.

The main theorem, `isSeparable_card_iff_pow`, assumes only `a 0 = 1` and holds over any field. The exponential form, `isSeparable_iff_eq_expCluster`, also assumes `CharZero K`, so that the factorials can be inverted. `expCluster` is defined as the finite sum up to `N`, and `clusterOp_pow_eq_zero` shows that the full series has no further terms.

The model has no Hamiltonian and no energy. It leaves out antisymmetry between electrons on different molecules, and its cluster operator lacks the amplitudes for exciting several molecules jointly that a general coupled cluster operator contains.

```lean
import Mathlib

open Finset

namespace SeparabilityExponential

noncomputable section

variable {K : Type*} [Field K] {N : ℕ}

/-- A wavefunction, given by its coefficient on each set `S` of excited molecules, is separable
if it is a product of one factor per molecule: `f k` if `k` is excited, `g k` if it is not. -/
def IsSeparable (y : Finset (Fin N) → K) : Prop :=
  ∃ f g : Fin N → K, ∀ S, y S = (∏ k ∈ S, f k) * ∏ k ∈ Sᶜ, g k

/-- The reference state, in which no molecule is excited. -/
def referenceState : Finset (Fin N) → K := fun S => if S = ∅ then 1 else 0

/-- The cluster operator `T`, which excites one molecule `k` with amplitude `t k`,
summed over all molecules. -/
def clusterOp (t : Fin N → K) : Module.End K (Finset (Fin N) → K) where
  toFun y := fun S => ∑ k ∈ S, t k * y (S.erase k)
  map_add' y z := by
    funext S
    simp [mul_add, Finset.sum_add_distrib]
  map_smul' c y := by
    funext S
    simp only [Pi.smul_apply, smul_eq_mul, RingHom.id_apply, Finset.mul_sum]
    exact Finset.sum_congr rfl fun k _ => by ring

/-- The exponential of the cluster operator applied to the reference state, as the series
`∑ T ^ m / m!` up to `m = N`. -/
def expCluster (t : Fin N → K) : Finset (Fin N) → K :=
  ∑ m ∈ range (N + 1), ((m.factorial : K)⁻¹) • (clusterOp t ^ m) referenceState

theorem clusterOp_apply (t : Fin N → K) (y : Finset (Fin N) → K) (S : Finset (Fin N)) :
    clusterOp t y S = ∑ k ∈ S, t k * y (S.erase k) := rfl

/-- With `N` molecules, the power `N + 1` of the cluster operator vanishes. -/
theorem clusterOp_pow_eq_zero (t : Fin N → K) : clusterOp t ^ (N + 1) = 0 := by
  -- `m` excitations cannot lead to a set with fewer than `m` excited molecules
  have key : ∀ (m : ℕ) (y : Finset (Fin N) → K) (S : Finset (Fin N)),
      S.card < m → (clusterOp t ^ m) y S = 0 := by
    intro m y
    induction m with
    | zero => intro S h; omega
    | succ m ih =>
      intro S h
      rw [pow_succ', Module.End.mul_apply, clusterOp_apply]
      refine Finset.sum_eq_zero fun k hk => ?_
      have hc := Finset.card_erase_add_one hk
      rw [ih (S.erase k) (by omega), mul_zero]
  refine LinearMap.ext fun y => funext fun S => ?_
  have hS : S.card ≤ N := (Finset.card_le_univ S).trans_eq (Fintype.card_fin N)
  exact key (N + 1) y S (by omega)

/-- The `m`-th power of the cluster operator takes the reference state to the `m`-fold excited
sets, each with `m!` times the product of the amplitudes of its molecules. -/
theorem clusterOp_pow_reference (t : Fin N → K) (m : ℕ) (S : Finset (Fin N)) :
    (clusterOp t ^ m) referenceState S =
      if S.card = m then (m.factorial : K) * ∏ k ∈ S, t k else 0 := by
  induction m generalizing S with
  | zero => by_cases h : S = ∅ <;> simp [referenceState, h]
  | succ m ih =>
    rw [pow_succ', Module.End.mul_apply, clusterOp_apply]
    by_cases h : S.card = m + 1
    · rw [if_pos h]
      -- each of the `m + 1` choices of the last excitation contributes equally
      have hsum : ∑ k ∈ S, t k * (clusterOp t ^ m) referenceState (S.erase k) =
          ∑ _k ∈ S, (m.factorial : K) * ∏ j ∈ S, t j := by
        refine Finset.sum_congr rfl fun k hk => ?_
        have hc := Finset.card_erase_add_one hk
        rw [ih, if_pos (by omega), ← Finset.mul_prod_erase S t hk]
        ring
      rw [hsum, Finset.sum_const, nsmul_eq_mul, h, Nat.factorial_succ]
      push_cast
      ring
    · rw [if_neg h]
      refine Finset.sum_eq_zero fun k hk => ?_
      have hc := Finset.card_erase_add_one hk
      rw [ih, if_neg (by omega), mul_zero]

/-- In the exponential state, the coefficient of a set of excited molecules is the product of
their amplitudes. -/
theorem expCluster_apply [CharZero K] (t : Fin N → K) (S : Finset (Fin N)) :
    expCluster t S = ∏ k ∈ S, t k := by
  have hS : S.card ≤ N := (Finset.card_le_univ S).trans_eq (Fintype.card_fin N)
  simp only [expCluster, Finset.sum_apply, Pi.smul_apply, smul_eq_mul, clusterOp_pow_reference]
  rw [Finset.sum_eq_single S.card]
  · have hf : (S.card.factorial : K) ≠ 0 := Nat.cast_ne_zero.mpr (Nat.factorial_ne_zero _)
    rw [if_pos rfl, ← mul_assoc, inv_mul_cancel₀ hf, one_mul]
  · intro m _ hm
    rw [if_neg (Ne.symm hm), mul_zero]
  · intro h
    exact absurd (Finset.mem_range.mpr (by omega)) h

/-- In a separable state whose reference coefficient is one, every coefficient is the product of
the coefficients of the single excitations it contains. -/
theorem IsSeparable.eq_prod_singles {y : Finset (Fin N) → K} (hy : IsSeparable y)
    (h0 : y ∅ = 1) (S : Finset (Fin N)) : y S = ∏ k ∈ S, y {k} := by
  obtain ⟨f, g, h⟩ := hy
  -- normalisation: the reference factors `g k` of all molecules multiply to one
  have hg : ∏ k, g k = 1 := by
    have h1 := h ∅
    rw [h0] at h1
    simpa using h1.symm
  -- so only the ratios `f k / g k` matter
  have ratio : ∀ S, y S = ∏ k ∈ S, f k / g k := by
    intro S
    have hsplit : (∏ k ∈ S, g k) * ∏ k ∈ Sᶜ, g k = 1 := by
      rw [Finset.prod_mul_prod_compl, hg]
    have hne : ∏ k ∈ S, g k ≠ 0 := left_ne_zero_of_mul_eq_one hsplit
    rw [h S, Finset.prod_div_distrib, eq_div_iff hne]
    linear_combination (∏ k ∈ S, f k) * hsplit
  rw [ratio S]
  refine Finset.prod_congr rfl fun k _ => ?_
  rw [ratio {k}, Finset.prod_singleton]

/-- A state with reference coefficient one is separable if and only if it is the exponential of the
cluster operator whose amplitudes are its own single-excitation coefficients, applied to the
reference state. -/
theorem isSeparable_iff_eq_expCluster [CharZero K] (y : Finset (Fin N) → K) (h0 : y ∅ = 1) :
    IsSeparable y ↔ y = expCluster (fun k => y {k}) := by
  constructor
  · intro hy
    funext S
    rw [expCluster_apply]
    exact hy.eq_prod_singles h0 S
  · intro h
    refine ⟨fun k => y {k}, fun _ => 1, fun S => ?_⟩
    have hS := congrFun h S
    rw [expCluster_apply] at hS
    simpa using hS

/-- If the coefficients depend only on the number of excited molecules and `a 0 = 1`, the state
is separable if and only if `a m = a 1 ^ m` for every `m` up to the number of molecules. -/
theorem isSeparable_card_iff_pow (a : ℕ → K) (h0 : a 0 = 1) :
    IsSeparable (fun S : Finset (Fin N) => a S.card) ↔ ∀ m ≤ N, a m = a 1 ^ m := by
  constructor
  · intro hy m hm
    -- test the product formula on some set of `m` molecules
    obtain ⟨S, -, hS⟩ := Finset.exists_subset_card_eq
      (s := (Finset.univ : Finset (Fin N))) (n := m) (by simpa using hm)
    have h := hy.eq_prod_singles (by simpa using h0) S
    simpa [hS] using h
  · intro h
    refine ⟨fun _ => a 1, fun _ => 1, fun S => ?_⟩
    have hS : S.card ≤ N := (Finset.card_le_univ S).trans_eq (Fintype.card_fin N)
    simpa using h S.card hS

/-- If a separable state has coefficients `a m` that depend only on the number `m` of excited
molecules, with `a 0 = 1`, and one of them is zero for some `m ≤ N`, then its coefficients vanish at
every level from `1` to `N`. -/
theorem truncated_separable_trivial (a : ℕ → K) (h0 : a 0 = 1)
    (hy : IsSeparable (fun S : Finset (Fin N) => a S.card))
    {m : ℕ} (hm : m ≤ N) (hz : a m = 0) : ∀ j, 1 ≤ j → j ≤ N → a j = 0 := by
  have hpow := (isSeparable_card_iff_pow a h0).mp hy
  have hm0 : m ≠ 0 := by
    rintro rfl
    exact one_ne_zero (h0.symm.trans hz)
  have h1 : a 1 = 0 := (pow_eq_zero_iff hm0).mp ((hpow m hm).symm.trans hz)
  intro j hj hjN
  rw [hpow j hjN, h1, zero_pow (by omega)]

end

end SeparabilityExponential
```

```lean
#print axioms SeparabilityExponential.clusterOp_pow_eq_zero
#print axioms SeparabilityExponential.expCluster_apply
#print axioms SeparabilityExponential.isSeparable_iff_eq_expCluster
#print axioms SeparabilityExponential.truncated_separable_trivial
```

```
'SeparabilityExponential.clusterOp_pow_eq_zero' depends on axioms: [propext, Classical.choice, Quot.sound]
'SeparabilityExponential.expCluster_apply' depends on axioms: [propext, Classical.choice, Quot.sound]
'SeparabilityExponential.isSeparable_iff_eq_expCluster' depends on axioms: [propext, Classical.choice, Quot.sound]
'SeparabilityExponential.truncated_separable_trivial' depends on axioms: [propext, Classical.choice, Quot.sound]
```

## How the proof follows the derivation

`clusterOp` defines \(T\) together with the proof that it is linear, so that its powers are powers of a linear map. In `clusterOp_pow_eq_zero`, the inner claim `key` is the statement that \((T^my)(S)=0\) for \(|S|<m\), proved by induction on \(m\). The bound `S.card ≤ N` then finishes the argument.

`clusterOp_pow_reference` is the induction for \(T^m\Phi\). The set `S` is generalised because the induction hypothesis is needed for `S.erase k`. The step `hsum` shows that all terms of the sum are equal, and `Finset.sum_const` counts them. `expCluster_apply` uses `Finset.sum_eq_single` to keep the term \(m=|S|\), where the factorial cancels against its inverse.

`IsSeparable.eq_prod_singles` carries the physical argument. Its step `hg` is \(\prod_k g_k=1\), `hsplit` divides that product between `S` and its complement, and `hne` follows because a factor of one cannot be zero. The step `ratio` is the formula with \(f_k/g_k\), applied once to `S` and once to each single excitation.

Both equivalences rest on this lemma in the forward direction and on explicit factors in the other. For `isSeparable_card_iff_pow`, `Finset.exists_subset_card_eq` supplies a set of exactly `m` molecules on which to test the product formula; this is where `m ≤ N` is used. `truncated_separable_trivial` then obtains `a 1 = 0` from the vanishing power and substitutes it at every other level.
